# A polynomial self-energy with nonpositive imaginary part throughout the upper half-plane is at most linear in frequency

Q: I have an electronic level at real energy $\varepsilon$, coupled to other states. They enter its Green's function $G(z)=1/(z-\varepsilon-\Sigma(z))$ through a self-energy $\Sigma$. Near zero frequency I replace $\Sigma$ by a few terms of its Taylor series. The linear term gives me a quasiparticle weight. Why shouldn't the quadratic term simply improve matters?

A: It can improve the values near $z=0$. What it cannot do is keep the sign that a retarded self-energy has: $\operatorname{Im}\Sigma(z)\le 0$ whenever $\operatorname{Im}z>0$. That sign makes $\operatorname{Im}(z-\varepsilon-\Sigma)$ positive there, so $G$ has no pole in the upper half-plane and its spectral weight is nonnegative. A polynomial $p$ obeys it exactly when $p(z)=b-az$ with $a$ real, $a\ge 0$ and $\operatorname{Im}b\le 0$.

```lean
import Mathlib

open Polynomial Filter

namespace PolynomialSelfEnergy

noncomputable section
```

Q: "Causal" usually means analytic in the upper half-plane. Every polynomial is analytic there.

A: Yes, so the name is used differently here. `IsCausal` is the sign condition alone:

```lean
/-- A polynomial self-energy is causal if its imaginary part is nonpositive at every
complex frequency in the open upper half-plane. -/
def IsCausal (p : ℂ[X]) : Prop :=
  ∀ z : ℂ, 0 < z.im → (p.eval z).im ≤ 0
```

The type `ℂ[X]` holds polynomials with complex coefficients, and `p.eval z` is the value at the complex frequency $z$. The self-energy is a scalar, for one orbital, not a matrix.

Q: I use the expansion only near $z=0$. You test it everywhere above the real axis.

A: Yes. For a polynomial of degree two or more, the theorem says that a violation exists somewhere in the half-plane, not that it lies in your frequency window. It matters once the truncated $\Sigma$ is treated as a self-energy at all frequencies, for instance when you look for all the poles of $G$.

Q: Then show me the violation. Start with a single power, $c\,z^n$ with $c\neq 0$ and $n\ge 2$.

A: Write $c=|c|e^{i\varphi}$ with $-\pi<\varphi\le\pi$. Choose $t$ between $0$ and $2\pi$ with $\sin(\varphi+t)>0$: take $t=\pi/2-\varphi$ if $\varphi<\pi/2$, and $t=9\pi/4-\varphi$ otherwise. Set $w=e^{it/n}$. Since $n\ge 2$, the angle $t/n$ lies strictly between $0$ and $\pi$, so $\operatorname{Im}w>0$. Then
$$c\,w^n=|c|\,e^{i(\varphi+t)},\qquad \operatorname{Im}(c\,w^n)=|c|\sin(\varphi+t)>0.$$

```lean
/-- For a nonzero amplitude `c` and a power `n ≥ 2`, some frequency `w` in the upper
half-plane gives `c w ^ n` a positive imaginary part. -/
theorem exists_gain_direction {c : ℂ} (hc : c ≠ 0) {n : ℕ} (hn : 2 ≤ n) :
    ∃ w : ℂ, 0 < w.im ∧ 0 < (c * w ^ n).im := by
  -- a phase advance `t` below a full turn brings `c` into the upper half-plane
  obtain ⟨t, ht0, ht2, hs⟩ :
      ∃ t : ℝ, 0 < t ∧ t < 2 * Real.pi ∧ 0 < Real.sin (c.arg + t) := by
    have hpi := Real.pi_pos
    have h1 := Complex.neg_pi_lt_arg c
    have h2 := Complex.arg_le_pi c
    rcases lt_or_ge c.arg (Real.pi / 2) with h | h
    · refine ⟨Real.pi / 2 - c.arg, by linarith, by linarith, ?_⟩
      rw [show c.arg + (Real.pi / 2 - c.arg) = Real.pi / 2 by ring, Real.sin_pi_div_two]
      exact one_pos
    · refine ⟨9 * Real.pi / 4 - c.arg, by linarith, by linarith, ?_⟩
      rw [show c.arg + (9 * Real.pi / 4 - c.arg) = Real.pi / 4 + 2 * Real.pi by ring,
        Real.sin_add_two_pi]
      exact Real.sin_pos_of_pos_of_lt_pi (by linarith) (by linarith)
  have hn2 : (2 : ℝ) ≤ n := by exact_mod_cast hn
  have hn0 : (0 : ℝ) < n := by linarith
  have hnC : (n : ℂ) ≠ 0 := by exact_mod_cast hn0.ne'
  -- a frequency at the angle `t / n`, below `π`, has an `n`-th power with this phase advance
  refine ⟨Complex.exp (((t / n : ℝ) : ℂ) * Complex.I), ?_, ?_⟩
  · rw [Complex.exp_ofReal_mul_I_im]
    refine Real.sin_pos_of_pos_of_lt_pi (div_pos ht0 hn0) ?_
    rw [div_lt_iff₀ hn0]
    nlinarith [Real.pi_pos]
  · have key : c * Complex.exp (((t / n : ℝ) : ℂ) * Complex.I) ^ n
        = (‖c‖ : ℂ) * Complex.exp (((c.arg + t : ℝ) : ℂ) * Complex.I) := by
      have harg : (n : ℂ) * (((t / n : ℝ) : ℂ) * Complex.I) = (t : ℂ) * Complex.I := by
        push_cast
        field_simp
      rw [← Complex.exp_nat_mul, harg, Complex.ofReal_add, add_mul, Complex.exp_add,
        ← mul_assoc, Complex.norm_mul_exp_arg_mul_I]
    rw [key, Complex.im_ofReal_mul, Complex.exp_ofReal_mul_I_im]
    exact mul_pos (norm_pos_iff.mpr hc) hs
```

The first `obtain` makes the two-case choice of $t$, and `key` is the displayed identity for $c\,w^n$. For $n=1$ the argument fails, because the available angle $t$ would stop at $\pi$.

Q: Lower-order terms could cancel that positive part.

A: Not far out. Let $p$ have degree $d$ and coefficients $c_i$, and go along the ray $z=rw$ with $r>0$:
$$p(rw)=r^d\sum_{i=0}^{d}c_i\,w^i\,(1/r)^{d-i}.$$

```lean
/-- On the ray `r w` with `r ≠ 0`, a polynomial is `r` to its degree times a polynomial
in `1 / r`. -/
theorem eval_ray (p : ℂ[X]) (w : ℂ) {r : ℝ} (hr : r ≠ 0) :
    p.eval ((r : ℂ) * w) = (r : ℂ) ^ p.natDegree *
      ∑ i ∈ Finset.range (p.natDegree + 1),
        p.coeff i * w ^ i * ((r⁻¹ : ℝ) : ℂ) ^ (p.natDegree - i) := by
  have hrC : (r : ℂ) ≠ 0 := Complex.ofReal_ne_zero.mpr hr
  rw [eval_eq_sum_range, Finset.mul_sum]
  refine Finset.sum_congr rfl fun i hi => ?_
  have hi' : i ≤ p.natDegree := by
    have := Finset.mem_range.mp hi
    omega
  have h : (r : ℂ) ^ p.natDegree * ((r⁻¹ : ℝ) : ℂ) ^ (p.natDegree - i) = (r : ℂ) ^ i := by
    have hsplit : (r : ℂ) ^ p.natDegree = (r : ℂ) ^ i * (r : ℂ) ^ (p.natDegree - i) := by
      rw [← pow_add, Nat.add_sub_cancel' hi']
    rw [hsplit, Complex.ofReal_inv, inv_pow, mul_assoc,
      mul_inv_cancel₀ (pow_ne_zero _ hrC), mul_one]
  rw [mul_pow, ← h]
  ring
```

In Lean, $d$ is `p.natDegree` and $c_i$ is `p.coeff i`. The lemma is the identity above, proved term by term from $r^d(1/r)^{d-i}=r^i$.

As $r\to\infty$ every term with $i<d$ vanishes, and the sum tends to $c_d w^d$. If $d\ge 2$, the previous step supplies a $w$ for which this limit has positive imaginary part. The sum then has positive imaginary part for all large $r$, and the real factor $r^d>0$ keeps the sign.

```lean
/-- A polynomial self-energy of degree two or more has a positive imaginary part at all
sufficiently distant points of some ray in the upper half-plane. -/
theorem exists_acausal_ray {p : ℂ[X]} (hp : 2 ≤ p.natDegree) :
    ∃ w : ℂ, 0 < w.im ∧ ∀ᶠ r : ℝ in atTop, 0 < (p.eval ((r : ℂ) * w)).im := by
  have hp0 : p ≠ 0 := by
    rintro rfl
    simp at hp
  have hc : p.coeff p.natDegree ≠ 0 := leadingCoeff_ne_zero.mpr hp0
  obtain ⟨w, hw, hcw⟩ := exists_gain_direction hc hp
  refine ⟨w, hw, ?_⟩
  have hq : Continuous fun s : ℝ => (∑ i ∈ Finset.range (p.natDegree + 1),
      p.coeff i * w ^ i * (s : ℂ) ^ (p.natDegree - i)).im :=
    Complex.continuous_im.comp (continuous_finsetSum _ fun i _ =>
      continuous_const.mul (Complex.continuous_ofReal.pow _))
  -- at `1 / r = 0` only the leading term survives
  have h0 : ∑ i ∈ Finset.range (p.natDegree + 1),
      p.coeff i * w ^ i * ((0 : ℝ) : ℂ) ^ (p.natDegree - i)
        = p.coeff p.natDegree * w ^ p.natDegree := by
    rw [Finset.sum_range_succ, Finset.sum_eq_zero, zero_add, Nat.sub_self, pow_zero, mul_one]
    intro i hi
    have := Finset.mem_range.mp hi
    rw [Complex.ofReal_zero, zero_pow (by omega), mul_zero]
  have hpos : 0 < (∑ i ∈ Finset.range (p.natDegree + 1),
      p.coeff i * w ^ i * ((0 : ℝ) : ℂ) ^ (p.natDegree - i)).im := by
    rw [h0]
    exact hcw
  have hev := tendsto_inv_atTop_zero.eventually ((hq.tendsto 0).eventually_const_lt hpos)
  filter_upwards [hev, eventually_gt_atTop (0 : ℝ)] with r hr hr0
  rw [eval_ray p w hr0.ne', ← Complex.ofReal_pow, Complex.im_ofReal_mul]
  exact mul_pos (pow_pos hr0 _) hr
```

The notation `∀ᶠ r : ℝ in atTop` reads "for all sufficiently large real $r$". The proof treats the sum as a continuous function of $s=1/r$: `h0` evaluates it at $s=0$, and `hev` carries the strict inequality over to small $s$.

Q: So a causal polynomial has degree at most one.

A: Yes, and the next lemma puts it in terms of coefficients. If some $c_k$ with $k\ge 2$ were nonzero, the degree would be at least two, and a point far out on the ray would contradict causality.

```lean
/-- A causal polynomial self-energy has no term of order two or higher in the frequency. -/
theorem IsCausal.coeff_eq_zero {p : ℂ[X]} (h : IsCausal p) {k : ℕ} (hk : 2 ≤ k) :
    p.coeff k = 0 := by
  by_contra hne
  obtain ⟨w, hw, hev⟩ := exists_acausal_ray (hk.trans (le_natDegree_of_ne_zero hne))
  obtain ⟨r, hr, hr0⟩ := (hev.and (eventually_gt_atTop (0 : ℝ))).exists
  have := h ((r : ℂ) * w) (by rw [Complex.im_ofReal_mul]; exact mul_pos hr0 hw)
  linarith
```

Q: That leaves $p(z)=\alpha z+\beta$. What fixes the signs?

A: With $z=x+iy$ and $y>0$, causality reads
$$y\operatorname{Re}\alpha+x\operatorname{Im}\alpha+\operatorname{Im}\beta\le 0 .$$
Three choices of frequency settle it.

- If $\operatorname{Im}\alpha\ne0$, take $y=1$ and $x=(1-\operatorname{Re}\alpha-\operatorname{Im}\beta)/\operatorname{Im}\alpha$. The left side is $1$, a contradiction, so $\operatorname{Im}\alpha=0$.
- If $\operatorname{Re}\alpha>0$, take $x=0$ and $y=(|\operatorname{Im}\beta|+1)/\operatorname{Re}\alpha$. The left side is at least $1$, so $\operatorname{Re}\alpha\le0$.
- If $\operatorname{Im}\beta>0$, take $x=0$ and $y=\operatorname{Im}\beta/(1-\operatorname{Re}\alpha)$. The left side equals $y>0$, so $\operatorname{Im}\beta\le0$.

Put $a=-\operatorname{Re}\alpha$ and $b=\beta$. Conversely, $\operatorname{Im}(b-az)=\operatorname{Im}b-ay\le0$.

```lean
/-- A polynomial self-energy is causal exactly when it has the form `b - a z` with `a` real
and nonnegative and `b` of nonpositive imaginary part. -/
theorem isCausal_iff (p : ℂ[X]) :
    IsCausal p ↔ ∃ (a : ℝ) (b : ℂ), 0 ≤ a ∧ b.im ≤ 0 ∧ p = C b - C (a : ℂ) * X := by
  constructor
  · intro h
    have hd : p.natDegree ≤ 1 :=
      natDegree_le_iff_coeff_eq_zero.mpr fun k hk => h.coeff_eq_zero hk
    obtain ⟨α, β, rfl⟩ := exists_eq_X_add_C_of_natDegree_le_one hd
    have key : ∀ x y : ℝ, 0 < y → α.re * y + α.im * x + β.im ≤ 0 := by
      intro x y hy
      have := h ⟨x, y⟩ hy
      simp only [eval_add, eval_mul, eval_C, eval_X, Complex.add_im, Complex.mul_im] at this
      linarith
    -- a frequency with imaginary part 1 and a suitable real part excludes a non-real slope
    have him : α.im = 0 := by
      by_contra hne
      have h1 := key ((1 - α.re - β.im) / α.im) 1 one_pos
      rw [mul_div_cancel₀ _ hne] at h1
      linarith
    -- a suitable imaginary frequency excludes a positive slope
    have hre : α.re ≤ 0 := by
      by_contra hc
      have hc' : 0 < α.re := not_le.mp hc
      obtain ⟨y, hy, e⟩ : ∃ y : ℝ, 0 < y ∧ α.re * y = |β.im| + 1 :=
        ⟨(|β.im| + 1) / α.re, by positivity, by field_simp⟩
      have h1 := key 0 y hy
      linarith [neg_abs_le β.im]
    -- another imaginary frequency excludes a constant with positive imaginary part
    have hb : β.im ≤ 0 := by
      by_contra hc
      have hpos : 0 < 1 - α.re := by linarith
      have hne := hpos.ne'
      obtain ⟨y, hy, e⟩ : ∃ y : ℝ, 0 < y ∧ (1 - α.re) * y = β.im :=
        ⟨β.im / (1 - α.re), div_pos (not_le.mp hc) hpos, by field_simp⟩
      have h1 := key 0 y hy
      linarith
    refine ⟨-α.re, β, by linarith, hb, ?_⟩
    have hα : ((-α.re : ℝ) : ℂ) = -α := by
      apply Complex.ext <;> simp [him]
    rw [hα, C_neg]
    ring
  · rintro ⟨a, b, ha, hb, rfl⟩ z hz
    simp only [eval_sub, eval_mul, eval_C, eval_X, Complex.sub_im, Complex.im_ofReal_mul]
    linarith [mul_nonneg ha hz.le]
```

In the statement, `C` turns a number into a constant polynomial and `X` is the frequency variable. The inequality is `key`, and the three choices are `him`, `hre` and `hb`, in that order. Constants are included through $a=0$.

Q: Does this touch a self-energy I would actually meet?

A: Take one level coupled with real strength $g$ to one other level at real energy $e$. Eliminating the second level gives $\Sigma(z)=g^2/(z-e)$. For $e\ne0$ its expansion through order $N$ is
$$P_N(z)=-\sum_{k=0}^{N}\frac{g^2}{e^{k+1}}\,z^k .$$

```lean
/-- The low-frequency expansion, through order `N`, of the single-pole self-energy
`g ^ 2 / (z - e)` with real coupling `g` and real pole energy `e ≠ 0`. -/
def poleExpansion (g e : ℝ) (N : ℕ) : ℂ[X] :=
  ∑ k ∈ Finset.range (N + 1), C (-((g : ℂ) ^ 2 / (e : ℂ) ^ (k + 1))) * X ^ k
```

Q: A definition can be called an expansion without being one.

A: Hence an exact identity. From $\Sigma(z)(z-e)=g^2$ it follows that $\Sigma=-g^2/e+(z/e)\Sigma$. Inserting this repeatedly into its own last term gives
$$\Sigma(z)=P_N(z)+(z/e)^{N+1}\,\Sigma(z),\qquad z\neq e .$$

```lean
/-- Away from the pole, and for `e ≠ 0`, the single-pole self-energy is its expansion through
order `N` plus `(z / e) ^ (N + 1)` times itself. -/
theorem pole_eq_expansion_add_remainder (g : ℝ) {e : ℝ} (he : e ≠ 0) {z : ℂ}
    (hz : z ≠ e) (N : ℕ) :
    (g : ℂ) ^ 2 / (z - e) = (poleExpansion g e N).eval z
      + (z / e) ^ (N + 1) * ((g : ℂ) ^ 2 / (z - e)) := by
  have hq : (g : ℂ) ^ 2 / (z - e) * (z - e) = (g : ℂ) ^ 2 :=
    div_mul_cancel₀ _ (sub_ne_zero.mpr hz)
  have hu : (e : ℂ) * (e : ℂ)⁻¹ = 1 := mul_inv_cancel₀ (Complex.ofReal_ne_zero.mpr he)
  generalize (g : ℂ) ^ 2 / (z - e) = q at hq ⊢
  have h1 : q = -((g : ℂ) ^ 2 / e) + z / e * q := by
    linear_combination (-(e : ℂ)⁻¹) * hq - q * hu
  -- each order splits one more term off the remainder
  have step : ∀ k : ℕ, (z / e) ^ k * q
      = -((g : ℂ) ^ 2 / (e : ℂ) ^ (k + 1)) * z ^ k + (z / e) ^ (k + 1) * q := by
    intro k
    linear_combination (z / e) ^ k * h1
  simp only [poleExpansion, Polynomial.eval_finsetSum, eval_mul, eval_C, eval_pow, eval_X]
  induction N with
  | zero =>
    simp only [zero_add, Finset.sum_range_one]
    linear_combination step 0
  | succ N ih =>
    rw [Finset.sum_range_succ]
    linear_combination ih + step (N + 1)
```

Here `h1` is the one-step relation, `step` multiplies it by $(z/e)^k$, and induction on $N$ collects the terms.

Q: And the full $\Sigma$ does have the right sign?

A: It does, since $\operatorname{Im}\Sigma(z)=-g^2\operatorname{Im}z/|z-e|^2\le0$ in the upper half-plane.

```lean
/-- The single-pole self-energy with real coupling and real pole energy has a nonpositive
imaginary part in the upper half-plane. -/
theorem pole_causal (g e : ℝ) {z : ℂ} (hz : 0 < z.im) :
    ((g : ℂ) ^ 2 / (z - e)).im ≤ 0 := by
  rw [div_eq_mul_inv, ← Complex.ofReal_pow, Complex.im_ofReal_mul, Complex.inv_im]
  have h : -(z - (e : ℂ)).im / Complex.normSq (z - e) ≤ 0 :=
    div_nonpos_of_nonpos_of_nonneg (by simpa using hz.le) (Complex.normSq_nonneg _)
  nlinarith [mul_nonneg (sq_nonneg g) (neg_nonneg.mpr h)]
```

The truncation loses the sign from second order on. For $g\neq0$ and $N\ge2$ the coefficient of $z^2$ in $P_N$ is $-g^2/e^3\ne0$, which a causal polynomial cannot have.

```lean
/-- For nonzero coupling and nonzero pole energy, the low-frequency expansion of the
single-pole self-energy through any order `N ≥ 2` is not causal. -/
theorem poleExpansion_not_causal {g e : ℝ} (hg : g ≠ 0) (he : e ≠ 0) {N : ℕ} (hN : 2 ≤ N) :
    ¬ IsCausal (poleExpansion g e N) := by
  intro h
  have hcoeff : (poleExpansion g e N).coeff 2 = -((g : ℂ) ^ 2 / (e : ℂ) ^ (2 + 1)) := by
    rw [poleExpansion, Polynomial.finsetSum_coeff, Finset.sum_eq_single 2]
    · rw [coeff_C_mul, coeff_X_pow, if_pos rfl, mul_one]
    · intro k _ hk
      rw [coeff_C_mul, coeff_X_pow, if_neg (Ne.symm hk), mul_zero]
    · intro hmem
      exact absurd (Finset.mem_range.mpr (by omega)) hmem
  have hne : -((g : ℂ) ^ 2 / (e : ℂ) ^ (2 + 1)) ≠ 0 :=
    neg_ne_zero.mpr (div_ne_zero (pow_ne_zero _ (Complex.ofReal_ne_zero.mpr hg))
      (pow_ne_zero _ (Complex.ofReal_ne_zero.mpr he)))
  exact hne (hcoeff.symm.trans (h.coeff_eq_zero le_rfl))

end

end PolynomialSelfEnergy
```

```lean
#print axioms PolynomialSelfEnergy.isCausal_iff
#print axioms PolynomialSelfEnergy.pole_eq_expansion_add_remainder
#print axioms PolynomialSelfEnergy.pole_causal
#print axioms PolynomialSelfEnergy.poleExpansion_not_causal
```

```
'PolynomialSelfEnergy.isCausal_iff' depends on axioms: [propext, Classical.choice, Quot.sound]
'PolynomialSelfEnergy.pole_eq_expansion_add_remainder' depends on axioms: [propext, Classical.choice, Quot.sound]
'PolynomialSelfEnergy.pole_causal' depends on axioms: [propext, Classical.choice, Quot.sound]
'PolynomialSelfEnergy.poleExpansion_not_causal' depends on axioms: [propext, Classical.choice, Quot.sound]
```

The proof reads off that coefficient as `hcoeff` and applies `coeff_eq_zero` with $k=2$.

Q: Give me numbers, preferably where the series converges.

A: Take $g=1$ and $e=2$, so that $P_2(z)=-\tfrac12-\tfrac z4-\tfrac{z^2}{8}$. At $z=-\tfrac32+\tfrac i2$ we have $|z|\approx1.58<2$ and $z^2=2-\tfrac32 i$. Then
$$P_2(z)=-\tfrac38+\tfrac{i}{16},\qquad \Sigma(z)=\frac{1}{-3.5+0.5i}=-0.28-0.04\,i .$$
The truncation has a positive imaginary part where the true self-energy has a negative one. The remainder $(z/2)^3\Sigma(z)=0.095-0.1025\,i$ accounts for the difference.

Q: Where would I notice this in a calculation?

A: When you solve $z-\varepsilon-\Sigma(z)=0$ for the level energies. Keep the same $g$ and $e$, and put the level at $\varepsilon=-3$.

- The full self-energy gives $z^2+z-7=0$, with real roots near $-3.19$ and $2.19$.
- The linear truncation gives $\tfrac54 z=-\tfrac72$, so $z=-2.8$, with quasiparticle weight $1/(1+a)=0.8$ because $a=g^2/e^2=\tfrac14$.
- The quadratic truncation gives $z^2+10z+28=0$, so $z=-5\pm i\sqrt3$.

One of the last two roots is a pole of $G$ in the upper half-plane, which in time is a response growing like $e^{\sqrt3\,t}$. The two-level system itself has no such pole: its poles are the two real roots of the full equation. The growth comes from using the truncation at every frequency, here well outside the disc $|z|<2$ in which the series converges. The linear root $-2.8$ lies outside that disc too, so convergence of the series doesn't vouch for its accuracy either.

Q: So my linearised quasiparticle equation is safe?

A: Its sign is safe if the slope is real and nonpositive and the constant has nonpositive imaginary part. Its accuracy is a separate matter. In electronic-structure work, for a scalar self-energy replaced by a polynomial at all frequencies, the linear form is the highest order that can keep the sign.
